# Every nonzero linear functional that turns cyclic convolution into multiplication is a Fourier coefficient

Suppose a linear transform on a ring of $N$ sites turns convolutions into products. Can I read each of its outputs as a Fourier coefficient at some wave number? I believe I can for every output that isn't identically zero: a nonzero complex-linear quantity $L$ with $L(f*g)=L(f)L(g)$ should be the Fourier coefficient, defined as a sum without a prefactor, at exactly one wave number. Can this be made rigorous and machine-checked, and does it determine the whole transform?

## Unit pulses determine the functional

Yes for $L$, and a surjective transform is determined up to the labelling of its outputs. For signals $f,g$ on the ring, write

$$(f*g)(x)=\sum_y f(y)\,g(x-y),\qquad \hat f(k)=\sum_x f(x)\,\omega^{kx},\qquad \omega=e^{-2\pi i/N}.$$

Let $\delta_a$ be the unit pulse at site $a$. Only $y=a$ contributes to $\delta_a*f$, so $(\delta_a*f)(x)=f(x-a)$. Hence $\delta_0*f=f$ and $\delta_a*\delta_b=\delta_{a+b}$.

Since $L\neq0$, some $f$ has $L(f)\neq0$. Then $L(f)=L(\delta_0)L(f)$ gives $L(\delta_0)=1$. With $z=L(\delta_1)$, induction gives $L(\delta_n)=z^n$. On the ring $\delta_N=\delta_0$, so $z^N=1$ and $z=\omega^k$ for some $0\le k<N$. Expanding $f=\sum_x f(x)\delta_x$,

$$L(f)=\sum_x f(x)\,z^x=\sum_x f(x)\,\omega^{kx}=\hat f(k).$$

The wave number is unique because $\hat\delta_1(k)=\omega^k$ differs for different $k$.

Now let $T$ be a linear transform with $T(f*g)=T(f)\,T(g)$ pointwise. If $T$ is surjective, no component vanishes identically, so $(Tf)(k)=\hat f(\sigma(k))$ for some map $\sigma$. If $\sigma(a)=\sigma(b)$ with $a\neq b$, every output would agree at $a$ and $b$, yet $\delta_a$ is an output. So $\sigma$ is injective, hence a permutation, and $\delta_1$ fixes it uniquely. If instead $(T\delta_1)(k)=\omega^k$ is given, every component is nonzero and $\omega^{\sigma(k)}=\omega^k$, so $\sigma(k)=k$ without assuming surjectivity.

On a single site, convolution is ordinary multiplication and $L(f)=c\,f(0)$ with $c^2=c$. Being nonzero forces $c=1$, the coefficient at $k=0$.

## What the Lean theorems say

Signals are functions `ZMod N → ℂ`, and `[NeZero N]` means $N\ge1$. The pulse $\delta_a$ is `site a`, and `phase N n` is $\omega^n$. `fourierCoeff` has a minus sign in the exponent and no prefactor; its phases use the representatives `k.val` and `x.val` between $0$ and $N-1$.

In `functional_eq_fourierCoeff`, the type of `L` encodes complex linearity, `hL` is the product rule and `h0` excludes the zero functional. The conclusion `∃! k` gives one wave number valid for all signals. `transform_eq_fourier_perm` and `transform_eq_fourier` are the two statements about $T$, where `T f * T g` is the pointwise product. Infinite lattices and continuous signals are not covered. The converse, that Fourier coefficients obey the product rule, is not stated for general $N$.

```lean
import Mathlib

open scoped Real

namespace FourierUniqueness

noncomputable section

variable {N : ℕ} [NeZero N]

/-- Cyclic convolution of two signals on a ring of `N` sites. -/
def cyclicConv (f g : ZMod N → ℂ) : ZMod N → ℂ :=
  fun x => ∑ y, f y * g (x - y)

/-- The phase factor `exp(-2πi n/N)`. -/
def phase (N n : ℕ) : ℂ := Complex.exp (-(2 * π * Complex.I * n / N))

/-- The Fourier coefficient of `f` at wave number `k`, the sum of `f x exp(-2πi k x/N)`. -/
def fourierCoeff (f : ZMod N → ℂ) (k : ZMod N) : ℂ :=
  ∑ x, f x * phase N (k.val * x.val)

omit [NeZero N] in
/-- The unit pulse at site `a`: one at `a` and zero at every other site. -/
def site (a : ZMod N) : ZMod N → ℂ := fun x => if x = a then 1 else 0

/-- Convolution with the unit pulse at site `a` translates a signal by `a`. -/
theorem site_conv (a : ZMod N) (f : ZMod N → ℂ) (x : ZMod N) :
    cyclicConv (site a) f x = f (x - a) := by
  simp [cyclicConv, site]

/-- The phase factors `exp(-2πi k/N)` of different wave numbers are different. -/
theorem phase_injective {k l : ZMod N} (h : phase N k.val = phase N l.val) : k = l := by
  have hpow : ∀ n : ℕ, phase N n = phase N 1 ^ n := by
    intro n
    unfold phase
    rw [← Complex.exp_nat_mul]
    congr 1
    push_cast
    ring
  have e : phase N 1 = (Complex.exp (2 * π * Complex.I / N))⁻¹ := by
    rw [phase, ← Complex.exp_neg, Nat.cast_one, mul_one]
  have hp : IsPrimitiveRoot (phase N 1) N := by
    rw [e]
    exact (Complex.isPrimitiveRoot_exp N (NeZero.ne N)).inv
  rw [hpow k.val, hpow l.val] at h
  exact ZMod.val_injective N (hp.pow_inj (ZMod.val_lt k) (ZMod.val_lt l) h)

/-- The Fourier coefficient at `k` of the unit pulse at site 1 is `exp(-2πi k/N)`. -/
theorem fourierCoeff_site_one (k : ZMod N) :
    fourierCoeff (site 1) k = phase N k.val := by
  have h : fourierCoeff (site 1) k = phase N (k.val * (1 : ZMod N).val) := by
    simp only [fourierCoeff, site, ite_mul, one_mul, zero_mul, Finset.sum_ite_eq',
      Finset.mem_univ, if_true]
  rw [h]
  rcases Nat.lt_or_ge 1 N with hN | hN
  · have : Fact (1 < N) := ⟨hN⟩
    rw [ZMod.val_one, mul_one]
  · -- on a single site the only wave number is zero
    have hk : k.val = 0 := by
      have := ZMod.val_lt k
      omega
    simp only [hk, zero_mul]

/-- A nonzero linear functional that turns convolution into multiplication takes the value
`z ^ n` on the unit pulse at site `n`, where `z` is its value on the pulse at site 1. -/
theorem map_site (L : (ZMod N → ℂ) →ₗ[ℂ] ℂ)
    (hL : ∀ f g, L (cyclicConv f g) = L f * L g) (h0 : L ≠ 0) (n : ℕ) :
    L (site (n : ZMod N)) = L (site 1) ^ n := by
  induction n with
  | zero =>
    obtain ⟨f, hf⟩ : ∃ f, L f ≠ 0 := by
      by_contra h
      exact h0 (LinearMap.ext fun f => by
        by_contra hf
        exact h ⟨f, hf⟩)
    -- the pulse at the origin is the unit of convolution
    have hu : cyclicConv (site 0) f = f := by
      funext x
      rw [site_conv, sub_zero]
    have h := hL (site 0) f
    rw [hu] at h
    rw [Nat.cast_zero, pow_zero]
    exact mul_right_cancel₀ hf (by rw [one_mul]; exact h.symm)
  | succ n ih =>
    have hs : cyclicConv (site (n : ZMod N)) (site 1) = site ((n : ZMod N) + 1) := by
      funext x
      rw [site_conv]
      simp only [site, sub_eq_iff_eq_add, add_comm (1 : ZMod N) (n : ZMod N)]
    rw [Nat.cast_succ, ← hs, hL, ih, pow_succ]

/-- Every nonzero linear functional that turns cyclic convolution into multiplication is the
Fourier coefficient at exactly one wave number. -/
theorem functional_eq_fourierCoeff (L : (ZMod N → ℂ) →ₗ[ℂ] ℂ)
    (hL : ∀ f g, L (cyclicConv f g) = L f * L g) (h0 : L ≠ 0) :
    ∃! k : ZMod N, ∀ f, L f = fourierCoeff f k := by
  have hpow : ∀ n : ℕ, phase N n = phase N 1 ^ n := by
    intro n
    unfold phase
    rw [← Complex.exp_nat_mul]
    congr 1
    push_cast
    ring
  have e : phase N 1 = (Complex.exp (2 * π * Complex.I / N))⁻¹ := by
    rw [phase, ← Complex.exp_neg, Nat.cast_one, mul_one]
  have hp : IsPrimitiveRoot (phase N 1) N := by
    rw [e]
    exact (Complex.isPrimitiveRoot_exp N (NeZero.ne N)).inv
  -- going once around the ring shows that the value at site 1 is a root of unity
  have hz : L (site 1) ^ N = 1 := by
    have h1 := map_site L hL h0 N
    have h2 := map_site L hL h0 0
    rw [Nat.cast_zero, pow_zero] at h2
    rw [ZMod.natCast_self, h2] at h1
    exact h1.symm
  obtain ⟨i, hi, hiz⟩ := hp.eq_pow_of_pow_eq_one hz
  have hex : ∀ f, L f = fourierCoeff f (i : ZMod N) := by
    intro f
    -- expand the signal in unit pulses
    have hf : f = ∑ x, f x • site x := by
      funext y
      simp [site, Finset.sum_apply]
    calc L f = L (∑ x, f x • site x) := congrArg L hf
      _ = ∑ x, f x * L (site x) := by simp only [map_sum, map_smul, smul_eq_mul]
      _ = fourierCoeff f (i : ZMod N) := by
        unfold fourierCoeff
        refine Finset.sum_congr rfl fun x _ => ?_
        have hx := map_site L hL h0 x.val
        rw [ZMod.natCast_zmod_val] at hx
        rw [hpow, ZMod.val_natCast_of_lt hi, pow_mul, hiz, hx]
  refine ⟨(i : ZMod N), hex, fun k hk => phase_injective ?_⟩
  rw [← fourierCoeff_site_one, ← fourierCoeff_site_one]
  exact (hk (site 1)).symm.trans (hex (site 1))

/-- A surjective linear transform that turns cyclic convolution into the pointwise product is
the discrete Fourier transform up to a unique permutation of the wave numbers. -/
theorem transform_eq_fourier_perm (T : (ZMod N → ℂ) →ₗ[ℂ] (ZMod N → ℂ))
    (hT : ∀ f g, T (cyclicConv f g) = T f * T g) (hs : Function.Surjective T) :
    ∃! σ : Equiv.Perm (ZMod N), ∀ f k, T f k = fourierCoeff f (σ k) := by
  have hex : ∀ k, ∃ q, ∀ f, T f k = fourierCoeff f q := fun k =>
    (functional_eq_fourierCoeff ((LinearMap.proj k : (ZMod N → ℂ) →ₗ[ℂ] ℂ).comp T)
      (fun f g => congrFun (hT f g) k) (by
        intro h
        obtain ⟨f, hf⟩ := hs (site k)
        have h1 : T f k = 0 := LinearMap.congr_fun h f
        rw [hf] at h1
        simp [site] at h1)).exists
  choose σ hσ using hex
  -- two outputs with the same wave number would always agree, against surjectivity
  have hinj : Function.Injective σ := by
    intro a b hab
    obtain ⟨f, hf⟩ := hs (site a)
    have h1 : T f a = T f b := by rw [hσ a f, hσ b f, hab]
    rw [hf] at h1
    by_contra hne
    simp [site, Ne.symm hne] at h1
  refine ⟨Equiv.ofBijective σ (Finite.injective_iff_bijective.mp hinj),
    fun f k => hσ k f, fun τ hτ => Equiv.ext fun k => phase_injective ?_⟩
  rw [← fourierCoeff_site_one, ← fourierCoeff_site_one]
  exact (hτ (site 1) k).symm.trans (hσ k (site 1))

/-- A linear transform that turns cyclic convolution into the pointwise product and sends the
unit pulse at site 1 to the phases `exp(-2πi k/N)` is the discrete Fourier transform. -/
theorem transform_eq_fourier (T : (ZMod N → ℂ) →ₗ[ℂ] (ZMod N → ℂ))
    (hT : ∀ f g, T (cyclicConv f g) = T f * T g)
    (h1 : ∀ k, T (site 1) k = phase N k.val) (f : ZMod N → ℂ) (k : ZMod N) :
    T f k = fourierCoeff f k := by
  obtain ⟨q, hq⟩ :=
    (functional_eq_fourierCoeff ((LinearMap.proj k : (ZMod N → ℂ) →ₗ[ℂ] ℂ).comp T)
      (fun f g => congrFun (hT f g) k) (by
        intro h
        have h2 : T (site 1) k = 0 := LinearMap.congr_fun h (site 1)
        rw [h1] at h2
        exact Complex.exp_ne_zero _ h2)).exists
  have hqk : k = q := phase_injective (by
    rw [← h1 k, ← fourierCoeff_site_one q]
    exact hq (site 1))
  rw [hqk] at hq ⊢
  exact hq f

/-- The transform of a two-site signal into its sum and its difference. -/
def sumDifference : (ZMod 2 → ℂ) →ₗ[ℂ] (ZMod 2 → ℂ) where
  toFun f k := if k = 0 then f 0 + f 1 else f 0 - f 1
  map_add' f g := by
    funext k
    simp only [Pi.add_apply]
    split_ifs <;> ring
  map_smul' c f := by
    funext k
    simp only [Pi.smul_apply, smul_eq_mul, RingHom.id_apply]
    split_ifs <;> ring

/-- On two sites the sum and difference transform is surjective, turns cyclic convolution into
the pointwise product, and sends the unit pulse at site 1 to the phases `exp(-2πi k/2)`. -/
theorem sumDifference_witness :
    Function.Surjective sumDifference ∧
    (∀ f g, sumDifference (cyclicConv f g) = sumDifference f * sumDifference g) ∧
    ∀ k, sumDifference (site 1) k = phase 2 k.val := by
  have happ : ∀ f k, sumDifference f k = if k = 0 then f 0 + f 1 else f 0 - f 1 :=
    fun _ _ => rfl
  have hk : ∀ k : ZMod 2, k = 0 ∨ k = 1 := by decide
  have h10 : (1 : ZMod 2) ≠ 0 := by decide
  have h01 : (0 : ZMod 2) - 1 = 1 := by decide
  have hsum : ∀ F : ZMod 2 → ℂ, ∑ x, F x = F 0 + F 1 := fun F => Fin.sum_univ_two F
  refine ⟨fun g => ⟨fun x => if x = 0 then (g 0 + g 1) / 2 else (g 0 - g 1) / 2, ?_⟩,
    fun f g => ?_, fun k => ?_⟩
  · funext k
    rcases hk k with rfl | rfl
    · simp only [happ, h10, if_true, if_false]
      ring
    · simp only [happ, h10, if_true, if_false]
      ring
  · funext k
    rcases hk k with rfl | rfl
    · simp only [happ, Pi.mul_apply, cyclicConv, hsum, sub_zero, sub_self, h01, if_true]
      ring
    · simp only [happ, Pi.mul_apply, cyclicConv, hsum, sub_zero, sub_self, h01, h10, if_false]
      ring
  · rcases hk k with rfl | rfl
    · simp [happ, site, phase]
    · have hv : (1 : ZMod 2).val = 1 := rfl
      have hp : phase 2 1 = -1 := by
        have e : -(2 * (π : ℂ) * Complex.I * ((1 : ℕ) : ℂ) / ((2 : ℕ) : ℂ))
            = -((π : ℂ) * Complex.I) := by
          push_cast
          ring
        rw [phase, e, Complex.exp_neg, Complex.exp_pi_mul_I]
        norm_num
      rw [hv, hp, happ]
      simp [site]

end

end FourierUniqueness
```

```lean
#print axioms FourierUniqueness.functional_eq_fourierCoeff
-- 'FourierUniqueness.functional_eq_fourierCoeff' depends on axioms: [propext, Classical.choice, Quot.sound]
#print axioms FourierUniqueness.transform_eq_fourier_perm
-- 'FourierUniqueness.transform_eq_fourier_perm' depends on axioms: [propext, Classical.choice, Quot.sound]
#print axioms FourierUniqueness.transform_eq_fourier
-- 'FourierUniqueness.transform_eq_fourier' depends on axioms: [propext, Classical.choice, Quot.sound]
```

## How the proof follows the pulses

`site_conv` is the translation rule. `map_site` proves $L(\delta_n)=z^n$ by induction: the zero case cancels the nonzero $L(f)$, and the successor case convolves with `site 1`. `phase_injective` separates wave numbers because $\omega$ is a primitive $N$th root of unity, and `fourierCoeff_site_one` computes $\hat\delta_1(k)$.

In the main theorem, `hz` is $z^N=1$, `eq_pow_of_pow_eq_one` supplies the exponent `i`, and the `calc` block is the pulse expansion. For transforms, the theorem is applied to `LinearMap.proj k` composed with `T`, the $k$th component. `choose` collects the resulting wave numbers into `σ`, and `hinj` is the surjectivity argument. `sumDifference_witness` verifies all the hypotheses on $T$ for the two-site map $(f_0,f_1)\mapsto(f_0+f_1,\,f_0-f_1)$.

## Relabelled wave numbers pass the convolution test

It is a mistake to conclude from the product rule alone that $T$ is the Fourier transform. Reversing the sign in the exponent preserves the rule and sends $k$ to $-k$, which gives a different transform when $N\ge3$. For a linear transform routine on a finite ring, in exact arithmetic, the product rule for all pairs of signals together with the correct output for the pulse at site 1 is enough to identify the Fourier transform.

The same coefficients appear in electronic structure: for a non-interacting particle on a finite ring with one orbital per site, the orbitals being orthonormal, a translation-invariant Hamiltonian is convolution with its hopping amplitudes $h$, where $h(0)$ is the on-site energy, and its band energies are $\hat h(k)$.
